# A second-rank tensor that commutes with a twofold rotation about z and the cyclic permutation of the axes is isotropic

In three dimensions, a second-rank tensor that is unchanged by a 180-degree rotation about z and by the cyclic permutation of x, y and z must be isotropic. The declaration states this for a complex 3×3 matrix `M`: if `M` commutes with the matrices of both operations, it equals one third of its trace times the identity. `M` need not be symmetric or Hermitian. The proof compares entries in the two commutation relations, using the rotation to remove the entries that couple z to x and y, and the permutation to remove the other off-diagonal entries and equate the diagonal ones. It then checks the claimed equality entry by entry.

This version doesn't compile in Lean 4 with Mathlib:

```lean
import Mathlib

open Matrix

namespace CubicTensorIsotropic

noncomputable section

/-- The rotation by 180 degrees about the z axis. -/
def twofold : Matrix (Fin 3) (Fin 3) ℂ := !![-1, 0, 0; 0, -1, 0; 0, 0, 1]

/-- The cyclic permutation of the axes, x to y to z to x. -/
def cyclic : Matrix (Fin 3) (Fin 3) ℂ := !![0, 0, 1; 1, 0, 0; 0, 1, 0]

/-- A second-rank tensor that commutes with the twofold rotation and with the cyclic permutation
of the axes is isotropic: it is one third of its trace times the identity. -/
theorem cubic_tensor_isotropic (M : Matrix (Fin 3) (Fin 3) ℂ)
    (h2 : twofold * M = M * twofold) (h3 : cyclic * M = M * cyclic) :
    M = (M.trace / 3) • (1 : Matrix (Fin 3) (Fin 3) ℂ) := by
  have entry2 := fun i j => congrFun (congrFun h2 i) j
  have entry3 := fun i j => congrFun (congrFun h3 i) j
  -- the twofold axis decouples z from x and y
  have h02 : M 0 2 = 0 := by
    simpa [twofold, Matrix.mul_apply, Fin.sum_univ_three] using entry2 0 2
  have h12 : M 1 2 = 0 := by
    simpa [twofold, Matrix.mul_apply, Fin.sum_univ_three] using entry2 1 2
  have h20 : M 2 0 = 0 := by
    simpa [twofold, Matrix.mul_apply, Fin.sum_univ_three] using entry2 2 0
  have h21 : M 2 1 = 0 := by
    simpa [twofold, Matrix.mul_apply, Fin.sum_univ_three] using entry2 2 1
  -- the cyclic permutation carries this over to x and y and equates the diagonal
  have c01 : M 0 1 = M 1 2 := by
    simpa [cyclic, Matrix.mul_apply, Fin.sum_univ_three] using entry3 1 1
  have c10 : M 1 0 = M 2 1 := by
    simpa [cyclic, Matrix.mul_apply, Fin.sum_univ_three] using entry3 2 0
  have c00 : M 0 0 = M 1 1 := by
    simpa [cyclic, Matrix.mul_apply, Fin.sum_univ_three] using entry3 1 0
  have c22 : M 2 2 = M 0 0 := by
    simpa [cyclic, Matrix.mul_apply, Fin.sum_univ_three] using entry3 0 2
  rw [h12] at c01
  rw [h21] at c10
  ext i j
  fin_cases i <;> fin_cases j <;>
    simp [Matrix.trace_fin_three, h02, h12, h20, h21, c01, c10, c22, c00] <;> ring

end

end CubicTensorIsotropic
```

Lean reports:

```
Main.lean:24:4: error: Type mismatch: After simplification, term
  entry2 0 2
 has type
  -M 0 2 = M 0 2
but is expected to have type
  M 0 2 = 0
Main.lean:26:4: error: Type mismatch: After simplification, term
  entry2 1 2
 has type
  -M 1 2 = M 1 2
but is expected to have type
  M 1 2 = 0
Main.lean:28:4: error: Type mismatch: After simplification, term
  entry2 2 0
 has type
  M 2 0 = -M 2 0
but is expected to have type
  M 2 0 = 0
Main.lean:30:4: error: Type mismatch: After simplification, term
  entry2 2 1
 has type
  M 2 1 = -M 2 1
but is expected to have type
  M 2 1 = 0
```

What went wrong. All four errors have the same cause. For each entry coupling z to x or y, the twofold rotation gives an equation saying that the entry equals its own negative. `simpa` reduces the matrix products to exactly that, for example `-M 0 2 = M 0 2`, but the goal is `M 0 2 = 0`. Over the complex numbers the first implies the second, but the simplification did not take this step, so the two forms did not match.

The repair splits each proof in two. `simpa` now proves only the equation it actually reaches, stated as `h`. Then `linear_combination` derives the vanishing of the entry by multiplying `h` by a constant. For `-M 0 2 = M 0 2`, the left side minus the right is `-2 * M 0 2`, so the factor is `-1 / 2`; the same holds for `M 1 2`. For `M 2 0` and `M 2 1` the minus sign stands on the right, so the factor is `1 / 2`.

This version goes through:

```diff
@@ -22,11 +22,19 @@
   -- the twofold axis decouples z from x and y
   have h02 : M 0 2 = 0 := by
-    simpa [twofold, Matrix.mul_apply, Fin.sum_univ_three] using entry2 0 2
+    have h : -M 0 2 = M 0 2 := by
+      simpa [twofold, Matrix.mul_apply, Fin.sum_univ_three] using entry2 0 2
+    linear_combination (-1 / 2 : ℂ) * h
   have h12 : M 1 2 = 0 := by
-    simpa [twofold, Matrix.mul_apply, Fin.sum_univ_three] using entry2 1 2
+    have h : -M 1 2 = M 1 2 := by
+      simpa [twofold, Matrix.mul_apply, Fin.sum_univ_three] using entry2 1 2
+    linear_combination (-1 / 2 : ℂ) * h
   have h20 : M 2 0 = 0 := by
-    simpa [twofold, Matrix.mul_apply, Fin.sum_univ_three] using entry2 2 0
+    have h : M 2 0 = -M 2 0 := by
+      simpa [twofold, Matrix.mul_apply, Fin.sum_univ_three] using entry2 2 0
+    linear_combination (1 / 2 : ℂ) * h
   have h21 : M 2 1 = 0 := by
-    simpa [twofold, Matrix.mul_apply, Fin.sum_univ_three] using entry2 2 1
+    have h : M 2 1 = -M 2 1 := by
+      simpa [twofold, Matrix.mul_apply, Fin.sum_univ_three] using entry2 2 1
+    linear_combination (1 / 2 : ℂ) * h
   -- the cyclic permutation carries this over to x and y and equates the diagonal
   have c01 : M 0 1 = M 1 2 := by
```
